# The tilted Weyl Hamiltonian has energies w·q ± v‖q‖

Take a single-particle, two-band model of a Weyl node, linear in the momentum q and isotropic apart from a tilt. With q and the energy both measured from the node, its Hamiltonian is (w·q) 1 + v q·σ, where σ is the vector of Pauli matrices, the real vector w tilts the cone and v is a real velocity of either sign. The theorem `weyl_spectrum` says that a real ε makes the determinant of this 2×2 matrix minus ε times the identity vanish exactly when ε is w·q + v‖q‖ or w·q − v‖q‖. The proof first computes the determinant as (w·q − ε)² − v²‖q‖², with ‖q‖² written out in components. It then factors this difference of squares and reads off the two roots.

The failing Lean file:

```lean
import Mathlib

open MeasureTheory Real

namespace WeylSpectrum

noncomputable section

/-- Momentum space of a three-dimensional crystal near a Weyl node. -/
abbrev Momentum := EuclideanSpace ℝ (Fin 3)

/-- The tilted Weyl Hamiltonian `(w·q) 1 + v q·σ`, written out with the Pauli matrices. -/
def weylHamiltonian (v : ℝ) (w q : Momentum) : Matrix (Fin 2) (Fin 2) ℂ :=
  !![((inner ℝ w q : ℝ) : ℂ) + v * q 2, v * (q 0 - Complex.I * q 1);
     v * (q 0 + Complex.I * q 1), ((inner ℝ w q : ℝ) : ℂ) - v * q 2]

/-- The band energy `v‖q‖ + w·q`. -/
def upperBand (v : ℝ) (w q : Momentum) : ℝ := v * ‖q‖ + inner ℝ w q

/-- The squared length of a momentum is the sum of its three squared components. -/
theorem norm_sq_components (q : Momentum) : ‖q‖ ^ 2 = q 0 ^ 2 + q 1 ^ 2 + q 2 ^ 2 := by
  simp [EuclideanSpace.norm_sq_eq, Fin.sum_univ_three]

/-- A real energy `ε` is an eigenvalue of the tilted Weyl Hamiltonian exactly when it is
`w·q + v‖q‖` or `w·q - v‖q‖`. -/
theorem weyl_spectrum (v ε : ℝ) (w q : Momentum) :
    (weylHamiltonian v w q - (ε : ℂ) • (1 : Matrix (Fin 2) (Fin 2) ℂ)).det = 0 ↔
      ε = upperBand v w q ∨ ε = inner ℝ w q - v * ‖q‖ := by
  have hd : (weylHamiltonian v w q - (ε : ℂ) • (1 : Matrix (Fin 2) (Fin 2) ℂ)).det =
      (((inner ℝ w q - ε) ^ 2 - v ^ 2 * ‖q‖ ^ 2 : ℝ) : ℂ) := by
    rw [norm_sq_components, Matrix.det_fin_two]
    generalize inner ℝ w q = t at *
    simp [weylHamiltonian]
    linear_combination ((v : ℂ) ^ 2 * (q 1 : ℂ) ^ 2) * Complex.I_sq
  -- the characteristic polynomial factors into the two bands
  have hf : (inner ℝ w q - ε) ^ 2 - v ^ 2 * ‖q‖ ^ 2 =
      (ε - upperBand v w q) * (ε - (inner ℝ w q - v * ‖q‖)) := by
    unfold upperBand
    ring
  rw [hd, Complex.ofReal_eq_zero, hf, mul_eq_zero, sub_eq_zero, sub_eq_zero]

end

end WeylSpectrum
```

The error:

```
Main.lean:34:4: error: ring failed, ring expressions not equal
v ε : ℝ
w q : Momentum
t : ℝ
⊢ -(↑(inner ℝ w q) * ↑ε * 2) + ↑(inner ℝ w q) ^ 2 + ↑ε * ↑t * 2 - ↑t ^ 2 = 0
```

The message comes from `linear_combination`, whose closing `ring` step is left with an equation it cannot prove. The goal contains both `inner ℝ w q` and a separate real `t`, and what remains says (w·q − ε)² − (t − ε)² = 0, which does not hold for arbitrary `t`.

The `t` comes from `generalize inner ℝ w q = t at *`. When that line runs, the inner product is visible on the right-hand side of the goal, but on the left it is still hidden inside the definition of `weylHamiltonian`. Only the visible copy is replaced, and no equation linking `t` to the inner product is kept. `simp [weylHamiltonian]` then unfolds the matrix and brings out `inner ℝ w q` again, now unrelated to `t`.

The repair deletes the `generalize` line. Both sides then keep the same inner product, the terms cancel, and the unchanged `linear_combination` closes the goal, using `Complex.I_sq` for the square of i. The blank line left in its place has no effect.

As a diff, the version that Lean accepts:

```diff
@@ -30,5 +30,5 @@
       (((inner ℝ w q - ε) ^ 2 - v ^ 2 * ‖q‖ ^ 2 : ℝ) : ℂ) := by
     rw [norm_sq_components, Matrix.det_fin_two]
-    generalize inner ℝ w q = t at *
+
     simp [weylHamiltonian]
     linear_combination ((v : ℂ) ^ 2 * (q 1 : ℂ) ^ 2) * Complex.I_sq
```
